# The two flat planes of a one-orbital atom with $2e_1\le e_2$

An atom with fractional spin occupations is modelled here as a statistical mixture of four states of one orbital (empty, spin up, spin down and doubly occupied), each with a fixed energy. Measured from the empty state, the energy is $e_1$ for one electron of either spin and $e_2$ for double occupation. If $2e_1\le e_2$, the least mean energy at given spin occupations is a function made of two planes, which coincide when $2e_1=e_2$.

```lean
import Mathlib

noncomputable section

namespace FlatPlaneCondition

/-- Energies of the four states of one orbital: empty, one spin-up electron,
one spin-down electron, and doubly occupied. -/
structure Levels where
  e0 : ℝ
  eu : ℝ
  ed : ℝ
  e2 : ℝ

/-- The energy of the empty and doubly occupied states together, minus that of the two
one-electron states. -/
def Levels.repulsion (L : Levels) : ℝ := L.e0 + L.e2 - L.eu - L.ed

/-- Levels with the empty state at zero energy and both one-electron states at `e1`. -/
def fieldFree (e1 e2 : ℝ) : Levels := ⟨0, e1, e1, e2⟩

/-- A statistical ensemble: probabilities of the empty, spin-up, spin-down and
doubly occupied states. -/
structure Ensemble where
  p0 : ℝ
  pu : ℝ
  pd : ℝ
  p2 : ℝ
  h0 : 0 ≤ p0
  hu : 0 ≤ pu
  hd : 0 ≤ pd
  h2 : 0 ≤ p2
  hsum : p0 + pu + pd + p2 = 1

/-- Mean number of spin-up electrons. -/
def Ensemble.nUp (w : Ensemble) : ℝ := w.pu + w.p2

/-- Mean number of spin-down electrons. -/
def Ensemble.nDown (w : Ensemble) : ℝ := w.pd + w.p2

/-- Mean energy of the ensemble. -/
def Ensemble.energy (w : Ensemble) (L : Levels) : ℝ :=
  L.e0 * w.p0 + L.eu * w.pu + L.ed * w.pd + L.e2 * w.p2

/-- All mean energies of ensembles with `a` spin-up and `b` spin-down electrons. -/
def energySet (L : Levels) (a b : ℝ) : Set ℝ :=
  {E | ∃ w : Ensemble, w.nUp = a ∧ w.nDown = b ∧ w.energy L = E}

/-- The flat-plane energy: a function of the spin occupations made of two planes
that meet on the line `a + b = 1`. -/
def planeEnergy (L : Levels) (a b : ℝ) : ℝ :=
  L.e0 * (1 - a - b) + L.eu * a + L.ed * b + L.repulsion * max 0 (a + b - 1)

/-- The mean energy is fixed by the two spin occupations and the weight of the
doubly occupied state, in which it is linear with slope `repulsion`. -/
theorem energy_eq (w : Ensemble) (L : Levels) :
    w.energy L = L.e0 * (1 - w.nUp - w.nDown) + L.eu * w.nUp + L.ed * w.nDown
      + L.repulsion * w.p2 := by
  simp only [Ensemble.energy, Ensemble.nUp, Ensemble.nDown, Levels.repulsion]
  linear_combination L.e0 * w.hsum

/-- At spin occupations `a` and `b`, the possible weights of the doubly occupied state
are exactly those between `max 0 (a + b - 1)` and `min a b`. -/
theorem double_occupation_range (a b d : ℝ) :
    (∃ w : Ensemble, w.nUp = a ∧ w.nDown = b ∧ w.p2 = d) ↔
      max 0 (a + b - 1) ≤ d ∧ d ≤ min a b := by
  constructor
  · rintro ⟨w, rfl, rfl, rfl⟩
    simp only [Ensemble.nUp, Ensemble.nDown]
    exact ⟨max_le w.h2 (by linarith [w.h0, w.hsum]),
      le_min (by linarith [w.hu]) (by linarith [w.hd])⟩
  · rintro ⟨hl, hr⟩
    obtain ⟨hd0, hd1⟩ := max_le_iff.1 hl
    obtain ⟨hda, hdb⟩ := le_min_iff.1 hr
    -- the other three weights follow from the constraints
    refine ⟨⟨1 - a - b + d, a - d, b - d, d, by linarith, by linarith, by linarith,
      hd0, by ring⟩, ?_, ?_, rfl⟩
    · simp [Ensemble.nUp]
    · simp [Ensemble.nDown]

/-- If `repulsion` is nonnegative, the least mean energy at spin occupations `a` and `b` between 0
and 1 is the flat-plane energy. -/
theorem flat_planes (L : Levels) {a b : ℝ} (ha : a ∈ Set.Icc (0 : ℝ) 1)
    (hb : b ∈ Set.Icc (0 : ℝ) 1) (hU : 0 ≤ L.repulsion) :
    IsLeast (energySet L a b) (planeEnergy L a b) := by
  obtain ⟨ha0, ha1⟩ := ha
  obtain ⟨hb0, hb1⟩ := hb
  constructor
  · -- the smallest allowed double occupation attains the value
    obtain ⟨w, h1, h2, h3⟩ := (double_occupation_range a b (max 0 (a + b - 1))).2
      ⟨le_rfl, max_le (le_min ha0 hb0) (le_min (by linarith) (by linarith))⟩
    exact ⟨w, h1, h2, by rw [energy_eq, h1, h2, h3, planeEnergy]⟩
  · -- any other double occupation costs at least as much
    rintro E ⟨w, h1, h2, rfl⟩
    have hd := ((double_occupation_range a b w.p2).1 ⟨w, h1, h2, rfl⟩).1
    have hm := mul_le_mul_of_nonneg_left hd hU
    rw [energy_eq, h1, h2, planeEnergy]
    linarith

/-- For positive `repulsion`, an ensemble has the flat-plane energy of its own spin
occupations exactly when the empty or the doubly occupied state has zero weight. -/
theorem minimiser_iff (L : Levels) (hU : 0 < L.repulsion) (w : Ensemble) :
    w.energy L = planeEnergy L w.nUp w.nDown ↔ w.p0 = 0 ∨ w.p2 = 0 := by
  have key : w.nUp + w.nDown - 1 = w.p2 - w.p0 := by
    simp only [Ensemble.nUp, Ensemble.nDown]
    linarith [w.hsum]
  rw [energy_eq, planeEnergy, key]
  constructor
  · intro h
    have hp : w.p2 = max 0 (w.p2 - w.p0) :=
      mul_left_cancel₀ hU.ne' (by linarith)
    rcases le_total w.p2 w.p0 with hle | hle
    · right
      rwa [max_eq_left (sub_nonpos.2 hle)] at hp
    · left
      rw [max_eq_right (sub_nonneg.2 hle)] at hp
      linarith
  · intro h
    have hp : max 0 (w.p2 - w.p0) = w.p2 := by
      rcases h with h | h
      · rw [h, sub_zero]
        exact max_eq_right w.h2
      · rw [h, zero_sub]
        exact max_eq_left (neg_nonpos.2 w.h0)
    rw [hp]

/-- At spin occupations strictly between 0 and 1, the flat-plane energy is the least
mean energy if and only if `repulsion` is nonnegative. -/
theorem flat_planes_iff (L : Levels) {a b : ℝ} (ha : a ∈ Set.Ioo (0 : ℝ) 1)
    (hb : b ∈ Set.Ioo (0 : ℝ) 1) :
    IsLeast (energySet L a b) (planeEnergy L a b) ↔ 0 ≤ L.repulsion := by
  refine ⟨fun h => ?_, flat_planes L ⟨ha.1.le, ha.2.le⟩ ⟨hb.1.le, hb.2.le⟩⟩
  by_contra hneg
  have hU : L.repulsion < 0 := lt_of_not_ge hneg
  have hlt : max 0 (a + b - 1) < min a b :=
    max_lt (lt_min ha.1 hb.1) (lt_min (by linarith [hb.2]) (by linarith [ha.2]))
  -- the largest double occupation would lie below the planes
  obtain ⟨w, h1, h2, h3⟩ := (double_occupation_range a b (min a b)).2 ⟨hlt.le, le_rfl⟩
  have hle : planeEnergy L a b ≤ w.energy L := h.2 ⟨w, h1, h2, rfl⟩
  rw [energy_eq, h1, h2, h3, planeEnergy] at hle
  have hm := mul_pos_of_neg_of_neg hU (sub_neg.2 hlt)
  rw [mul_sub] at hm
  linarith

/-- For the levels `fieldFree e1 e2` with `2 * e1 ≤ e2`, the least mean energy at spin occupations
`a` and `b` between 0 and 1 is `e1 * (a + b) + (e2 - 2 * e1) * max 0 (a + b - 1)`. -/
theorem hydrogen_flat_planes {e1 e2 a b : ℝ} (he : 2 * e1 ≤ e2)
    (ha : a ∈ Set.Icc (0 : ℝ) 1) (hb : b ∈ Set.Icc (0 : ℝ) 1) :
    IsLeast (energySet (fieldFree e1 e2) a b)
      (e1 * (a + b) + (e2 - 2 * e1) * max 0 (a + b - 1)) := by
  have hU : 0 ≤ (fieldFree e1 e2).repulsion := by
    simp only [Levels.repulsion, fieldFree]
    linarith
  have hv : e1 * (a + b) + (e2 - 2 * e1) * max 0 (a + b - 1)
      = planeEnergy (fieldFree e1 e2) a b := by
    simp only [planeEnergy, Levels.repulsion, fieldFree]
    ring
  rw [hv]
  exact flat_planes _ ha hb hU

/-- For the levels `fieldFree e1 e2` with `2 * e1 ≤ e2`, the least mean energy at spin occupations
`a` and `1 - a` is `e1`, for every `a` between 0 and 1. -/
theorem fractional_spin_constancy {e1 e2 a : ℝ} (he : 2 * e1 ≤ e2)
    (ha : a ∈ Set.Icc (0 : ℝ) 1) :
    IsLeast (energySet (fieldFree e1 e2) a (1 - a)) e1 := by
  have h := hydrogen_flat_planes he ha
    (show 1 - a ∈ Set.Icc (0 : ℝ) 1 from ⟨by linarith [ha.2], by linarith [ha.1]⟩)
  have hs : a + (1 - a) = 1 := by ring
  rw [hs, sub_self, max_self, mul_zero, add_zero, mul_one] at h
  exact h

end FlatPlaneCondition
```

```lean
#print axioms FlatPlaneCondition.minimiser_iff
-- 'FlatPlaneCondition.minimiser_iff' depends on axioms: [propext, Classical.choice, Quot.sound]
#print axioms FlatPlaneCondition.flat_planes_iff
-- 'FlatPlaneCondition.flat_planes_iff' depends on axioms: [propext, Classical.choice, Quot.sound]
#print axioms FlatPlaneCondition.fractional_spin_constancy
-- 'FlatPlaneCondition.fractional_spin_constancy' depends on axioms: [propext, Classical.choice, Quot.sound]
```

## The least energy at given spin occupations

Let $p_0,p_u,p_d,p_2$ be the probabilities of the four states. They are nonnegative and sum to one, and `Ensemble` stores them together with these conditions. The mean numbers of spin-up and spin-down electrons are

$$a=p_u+p_2,\qquad b=p_d+p_2,$$

which are `nUp` and `nDown`. In `fieldFree e1 e2` the empty state has energy zero, both one-electron states have energy $e_1$, and the two-electron state has energy $e_2$. The mean energy is then $e_1(p_u+p_d)+e_2p_2$.

The theorem `hydrogen_flat_planes` says that for $a,b\in[0,1]$ and $2e_1\le e_2$ the minimum of this energy is

$$E(a,b)=e_1(a+b)+(e_2-2e_1)\max(0,a+b-1).$$

The set `energySet` contains the mean energies of all ensembles with the prescribed $a$ and $b$. `IsLeast` says that $E(a,b)$ belongs to this set and that no member lies below it, so some ensemble attains the minimum.

The theorem `flat_planes` treats four arbitrary energies $e_0,e_u,e_d,e_2$, so a magnetic field may split the one-electron levels. The condition becomes $U\ge0$, where

$$U=e_0+e_2-e_u-e_d$$

is called `repulsion`.

## What the planes mean physically

Without a field, $U=e_2-2e_1$ is the ionisation energy $-e_1$ minus the electron affinity $e_1-e_2$. The assumption $U\ge0$ therefore says that removing the electron from the neutral atom costs at least as much energy as is gained by adding a second one. It is a hypothesis on the given levels; no Hamiltonian is solved to obtain it.

With $N=a+b$ electrons in total, the energy has slope $e_1$ for $N<1$ and slope $e_2-e_1$ for $N>1$. The planes meet on the seam $a+b=1$, where `fractional_spin_constancy` gives the value $e_1$ for every division of the one electron between the two spins.

For an atom restricted to these four states, the formula supplies reference energies with which an approximate density functional can be compared at fractional charge and fractional spin. The flat-plane condition of density functional theory is a statement about the exact functional. The theorems here concern a minimum over ensembles of four given levels, and neither a density nor a functional enters them. For hydrogen, $e_1$ and $e_2$ stand for the lowest energies of the atom and its anion, and excited states are left out.

## One free weight decides the energy

Fix $a$ and $b$ and write $d=p_2$. The constraints determine the other weights:

$$p_u=a-d,\qquad p_d=b-d,\qquad p_0=1-a-b+d.$$

Inserting them into the mean energy gives

$$\begin{aligned}
E&=e_0(1-a-b+d)+e_u(a-d)+e_d(b-d)+e_2d\\
&=e_0(1-a-b)+e_ua+e_db+Ud.
\end{aligned}$$

This is `energy_eq`. Its proof unfolds the definitions and uses the normalisation `hsum`, multiplied by $e_0$.

The four weights are nonnegative exactly when $d\ge0$, $d\ge a+b-1$, $d\le a$ and $d\le b$, that is, when

$$\max(0,a+b-1)\le d\le\min(a,b).$$

This is `double_occupation_range`. One direction reads the bounds off a given ensemble; the other builds an ensemble from the three formulas above.

For $a,b\in[0,1]$ the interval is not empty: $0\le a$ and $0\le b$, while $a+b-1\le a$ because $b\le1$, and $a+b-1\le b$ because $a\le1$. If $U\ge0$, the energy does not decrease as $d$ grows, so its minimum lies at the lower end, $d=\max(0,a+b-1)$. The resulting value is `planeEnergy`.

The proof of `flat_planes` has the same two parts. It first takes an ensemble with the smallest allowed $d$, which attains the value. For any other ensemble it multiplies the lower bound on $d$ by $U$, which preserves the inequality because $U\ge0$. `hydrogen_flat_planes` then substitutes the field-free levels, and `fractional_spin_constancy` sets $b=1-a$, which makes the maximum zero.

## Which ensembles are minimal, and when the planes fail

Normalisation gives $a+b-1=p_2-p_0$, the equation called `key` in the proof of `minimiser_iff`. For $U>0$, an ensemble has the flat-plane energy exactly when

$$p_2=\max(0,p_2-p_0).$$

If $p_2\le p_0$, this says $p_2=0$; if $p_2\ge p_0$, it says $p_0=0$. Conversely, either zero weight satisfies the equation. A minimal ensemble therefore never mixes the empty with the doubly occupied state. The Lean proof cancels the factor $U$ and makes the same case distinction.

The theorem `flat_planes_iff` shows that the sign condition is also necessary when $a$ and $b$ lie strictly between 0 and 1. The interval for $d$ then has positive length. If $U$ were negative, its upper end would give an energy lower than `planeEnergy` by

$$|U|\,\bigl(\min(a,b)-\max(0,a+b-1)\bigr)>0,$$

which contradicts minimality. The proof constructs this ensemble and derives the contradiction.

On the edge $b=0$ the interval shrinks to the single point $d=0$, so the sign of $U$ plays no role. Without a field the energy there is $e_1a$, the straight line between the bare nucleus and the one-electron atom.
